# Every homogeneous polynomial in x, y, z is a sum of powers of r² times harmonic polynomials

Every homogeneous complex polynomial in $x,y,z$ is a sum of even powers of $r$ times harmonic homogeneous polynomials, where harmonic means annihilated by the Laplacian $\Delta$. Consequently every polynomial, homogeneous or not, agrees on the unit sphere with a harmonic one. For a one-particle wavefunction that is a polynomial times a function of $r$ alone, this sorts the angular dependence by orbital angular momentum, since a nonzero harmonic homogeneous polynomial of degree $l$ restricts to an angular function of quantum number $l$.

In Lean 4 with Mathlib:

```lean
import Mathlib

open MvPolynomial Finset

namespace HarmonicPolynomials

noncomputable section
```

The coordinates $x,y,z$ are `X 0`, `X 1`, `X 2`, also written $x_0,x_1,x_2$, with $\partial_i$ for `pderiv i`. Polynomials are formal expressions with complex coefficients.

```lean
/-- Complex polynomials in the three Cartesian coordinates x, y, z. -/
abbrev Poly := MvPolynomial (Fin 3) ℂ
```

The squared radius $r^2=x^2+y^2+z^2$ is itself a polynomial, and the even powers of $r$ below are powers of it.

```lean
/-- The squared radius x² + y² + z². -/
def r2 : Poly := X 0 ^ 2 + X 1 ^ 2 + X 2 ^ 2
```

The Laplacian is a complex-linear map on polynomials.

```lean
/-- The Laplacian, the sum of the three second partial derivatives. -/
def laplacian : Poly →ₗ[ℂ] Poly :=
  (pderiv 0).toLinearMap ∘ₗ (pderiv 0).toLinearMap
    + (pderiv 1).toLinearMap ∘ₗ (pderiv 1).toLinearMap
    + (pderiv 2).toLinearMap ∘ₗ (pderiv 2).toLinearMap
```

## (a) The Laplacian in coordinates

Show that $\Delta p=\partial_0^2p+\partial_1^2p+\partial_2^2p$.

**Solution.** This is the definition applied to $p$, hence `rfl`.

```lean
lemma laplacian_apply (p : Poly) : laplacian p =
    pderiv 0 (pderiv 0 p) + pderiv 1 (pderiv 1 p) + pderiv 2 (pderiv 2 p) := rfl
```

## (b) The degree of r²

Show that $r^2$ is homogeneous of degree $2$.

**Solution.** Each $x_i^2$ has degree $2$, and sums of equal degree keep it. In Mathlib's `IsHomogeneous`, the zero polynomial has every degree.

```lean
lemma r2_homogeneous : r2.IsHomogeneous 2 :=
  (((isHomogeneous_X ℂ 0).pow 2).add ((isHomogeneous_X ℂ 1).pow 2)).add
    ((isHomogeneous_X ℂ 2).pow 2)
```

## (c) The product rule

With the Euler operator $E=\sum_i x_i\partial_i$, show for every $q$ that
$$\Delta(r^2q)=r^2\Delta q+4Eq+6q.$$

**Solution.** Differentiating twice,
$$\partial_i(r^2q)=2x_iq+r^2\partial_iq,\qquad \partial_i^2(r^2q)=2q+4x_i\partial_iq+r^2\partial_i^2q.$$
Sum over the three values of $i$. In the code, `h` supplies $\partial_ix_j=\delta_{ij}$, `simp` applies the Leibniz rule and `ring` collects terms.

```lean
/-- Product rule for the Laplacian of r² q: besides r² Δq there appear four times the
Euler operator acting on q, and 6q. -/
theorem laplacian_r2_mul (q : Poly) : laplacian (r2 * q) = r2 * laplacian q
    + 4 * (X 0 * pderiv 0 q + X 1 * pderiv 1 q + X 2 * pderiv 2 q) + 6 * q := by
  have h : ∀ i j : Fin 3, pderiv i (X j : Poly) = if i = j then 1 else 0 := by
    intro i j
    split_ifs with hij
    · subst hij
      exact pderiv_X_self i
    · exact pderiv_X_of_ne (Ne.symm hij)
  simp only [laplacian_apply, r2, pow_two, Derivation.leibniz, map_add, smul_eq_mul, h,
    Fin.isValue, Fin.reduceEq, ↓reduceIte, mul_one, mul_zero, add_zero, zero_add]
  ring
```

## (d) Homogeneous factors

For $q$ homogeneous of degree $m$, show that
$$\Delta(r^2q)=r^2\Delta q+(4m+6)q.$$

**Solution.** $E$ multiplies $x^ay^bz^c$ by $a+b+c=m$, so $Eq=mq$. This is Euler's identity, `sum_X_mul_pderiv`; insert it in (c).

```lean
/-- For q homogeneous of degree m, Δ(r² q) = r² Δq + (4m + 6) q. -/
theorem laplacian_r2_mul_homogeneous {m : ℕ} {q : Poly} (hq : q.IsHomogeneous m) :
    laplacian (r2 * q) = r2 * laplacian q + (4 * m + 6 : ℂ) • q := by
  -- Euler's identity evaluates the first-order term
  have hE := hq.sum_X_mul_pderiv
  rw [Fin.sum_univ_three] at hE
  rw [laplacian_r2_mul, hE]
  simp only [smul_eq_C_mul, map_add, map_mul, map_natCast, map_ofNat, nsmul_eq_mul]
  ring
```

## (e) Powers of r² times a harmonic polynomial

For $p$ harmonic and homogeneous of degree $l$, and $k\ge0$, show that
$$\Delta(r^{2k+2}p)=(2k+2)(2k+2l+3)\,r^{2k}p.$$

**Solution.** Use induction on $k$. For $k=0$, (d) gives $4l+6=2(2l+3)$. For the step, apply (d) to $q=r^{2k+2}p$, of degree $2k+2+l$. The new coefficient is
$$(2k+2)(2k+2l+3)+4(2k+2+l)+6=(2k+4)(2k+2l+5),$$
as required. The tactic `module` checks this arithmetic.

```lean
/-- For p harmonic and homogeneous of degree l,
Δ(r^(2k+2) p) = (2k+2)(2k+2l+3) r^(2k) p. -/
theorem laplacian_r2_pow_mul {l : ℕ} {p : Poly} (hp : p.IsHomogeneous l)
    (hΔ : laplacian p = 0) (k : ℕ) :
    laplacian (r2 ^ (k + 1) * p)
      = ((2 * k + 2) * (2 * k + 2 * l + 3) : ℂ) • (r2 ^ k * p) := by
  induction k with
  | zero =>
    rw [zero_add, pow_one, laplacian_r2_mul_homogeneous hp, hΔ, mul_zero, zero_add,
      pow_zero, one_mul]
    push_cast
    module
  | succ k ih =>
    have hq := (r2_homogeneous.pow (k + 1)).mul hp
    rw [pow_succ' r2 (k + 1), mul_assoc r2, laplacian_r2_mul_homogeneous hq, ih,
      mul_smul_comm, ← mul_assoc r2, ← pow_succ']
    push_cast
    module
```

## (f) Inverting the Laplacian term by term

For the same $p$, show that
$$\Delta\!\left(\frac{r^{2k+2}p}{(2k+2)(2k+2l+3)}\right)=r^{2k}p.$$

**Solution.** The denominator is a product of positive integers, so (e) may be divided by it. The code proves it nonzero in the natural numbers and transfers this to $\mathbb C$.

```lean
/-- For p harmonic and homogeneous of degree l, dividing r^(2k+2) p by
(2k+2)(2k+2l+3) gives a polynomial whose Laplacian is r^(2k) p. -/
theorem laplacian_preimage {l : ℕ} {p : Poly} (hp : p.IsHomogeneous l)
    (hΔ : laplacian p = 0) (k : ℕ) :
    laplacian (r2 ^ (k + 1) * (((2 * k + 2) * (2 * k + 2 * l + 3) : ℂ)⁻¹ • p))
      = r2 ^ k * p := by
  have hne : ((2 * k + 2) * (2 * k + 2 * l + 3) : ℂ) ≠ 0 := by
    have h : (2 * k + 2) * (2 * k + 2 * l + 3) ≠ 0 := by positivity
    exact_mod_cast h
  rw [mul_smul_comm, map_smul, laplacian_r2_pow_mul hp hΔ, smul_smul,
    inv_mul_cancel₀ hne, one_smul]
```

## (g) Degrees zero and one

For $p$ homogeneous of degree $n<2$, show that $\Delta p=0$.

**Solution.** Each $\partial_ip$ is constant, so its derivative vanishes. The code obtains the constant from a bound on the total degree.

```lean
/-- Every homogeneous polynomial of degree below two is harmonic. -/
theorem laplacian_eq_zero_of_degree_lt_two {n : ℕ} {p : Poly} (hn : n < 2)
    (hp : p.IsHomogeneous n) : laplacian p = 0 := by
  have h : ∀ i : Fin 3, pderiv i (pderiv i p) = 0 := by
    intro i
    -- the first derivatives are constants
    have hd : (pderiv i p).totalDegree ≤ n - 1 := hp.pderiv.totalDegree_le
    have h0 : (pderiv i p).totalDegree = 0 := by omega
    rw [totalDegree_eq_zero_iff_eq_C.mp h0, pderiv_C]
  rw [laplacian_apply, h, h, h, add_zero, add_zero]
```

## (h) The decomposition

For $p$ homogeneous of degree $n$, find harmonic $h_k$, homogeneous of degree $n-2k$, with
$$p=\sum_{k=0}^{\lfloor n/2\rfloor}r^{2k}h_k.$$

**Solution.** Use strong induction on $n$. If $n<2$, take $h_0=p$ by (g). Otherwise put $n=m+2$. Then $\Delta p$ has degree $m$, so
$$\Delta p=\sum_{k=0}^{\lfloor m/2\rfloor}r^{2k}g_k,$$
with $g_k$ harmonic of degree $m-2k$. Set
$$c_k=\frac1{(2k+2)(2k+2(m-2k)+3)},\qquad q=\sum_{k=0}^{\lfloor m/2\rfloor}r^{2k+2}c_kg_k.$$
By (f), $\Delta q=\Delta p$. Each term of $q$ has degree $(2k+2)+(m-2k)=n$. Hence $h_0=p-q$ is harmonic and homogeneous of degree $n$, and $h_{k+1}=c_kg_k$, of degree $m-2k=n-2(k+1)$, supplies the rest.

The proof turns on `generalizing p`: it makes the induction hypothesis hold for all homogeneous polynomials of smaller degree, so that `ih` can be applied to $\Delta p$ instead of $p$. Uniqueness of the $h_k$ is not addressed.

```lean
/-- Every homogeneous polynomial of degree n is a sum over 2k ≤ n of r^(2k) h_k, with
h_k harmonic and homogeneous of degree n - 2k. -/
theorem harmonic_decomposition {n : ℕ} {p : Poly} (hp : p.IsHomogeneous n) :
    ∃ h : ℕ → Poly,
      (∀ k, 2 * k ≤ n → (h k).IsHomogeneous (n - 2 * k) ∧ laplacian (h k) = 0) ∧
      p = ∑ k ∈ range (n / 2 + 1), r2 ^ k * h k := by
  induction n using Nat.strong_induction_on generalizing p with
  | _ n ih =>
    by_cases hn : n < 2
    · refine ⟨fun _ => p, fun k hk => ?_, ?_⟩
      · have hk0 : k = 0 := by omega
        subst hk0
        exact ⟨hp, laplacian_eq_zero_of_degree_lt_two hn hp⟩
      · have h0 : n / 2 = 0 := by omega
        simp [h0]
    · obtain ⟨m, rfl⟩ : ∃ m, n = m + 2 := ⟨n - 2, by omega⟩
      have hL : (laplacian p).IsHomogeneous m :=
        (hp.pderiv.pderiv.add hp.pderiv.pderiv).add hp.pderiv.pderiv
      obtain ⟨h, hh, hsum⟩ := ih m (by omega) hL
      -- lift each term of the decomposition of Δp through the Laplacian
      obtain ⟨c, hc⟩ : ∃ c : ℕ → ℂ, ∀ k, 2 * k ≤ m →
          laplacian (r2 ^ (k + 1) * (c k • h k)) = r2 ^ k * h k :=
        ⟨fun k => ((2 * k + 2) * (2 * k + 2 * ((m - 2 * k : ℕ) : ℂ) + 3))⁻¹,
          fun k hk => laplacian_preimage (hh k hk).1 (hh k hk).2 k⟩
      have hs : ∀ k, 2 * k ≤ m → (c k • h k).IsHomogeneous (m - 2 * k) := fun k hk =>
        (homogeneousSubmodule (Fin 3) ℂ (m - 2 * k)).smul_mem (c k) (hh k hk).1
      obtain ⟨q, hq⟩ : ∃ q, q = ∑ k ∈ range (m / 2 + 1), r2 ^ (k + 1) * (c k • h k) :=
        ⟨_, rfl⟩
      have hqh : q.IsHomogeneous (m + 2) := by
        rw [hq]
        refine IsHomogeneous.sum _ _ _ fun k hk => ?_
        have hk' : 2 * k ≤ m := by
          have := mem_range.mp hk
          omega
        have e : 2 * (k + 1) + (m - 2 * k) = m + 2 := by omega
        exact e ▸ (r2_homogeneous.pow (k + 1)).mul (hs k hk')
      have hqL : laplacian q = laplacian p := by
        rw [hq, map_sum, hsum]
        refine sum_congr rfl fun k hk => hc k ?_
        have := mem_range.mp hk
        omega
      -- p - q is harmonic and becomes the term without a power of r²
      refine ⟨fun k => match k with
        | 0 => p - q
        | j + 1 => c j • h j, fun k hk => ?_, ?_⟩
      · rcases k with _ | k
        · refine ⟨(homogeneousSubmodule (Fin 3) ℂ (m + 2)).sub_mem hp hqh, ?_⟩
          show laplacian (p - q) = 0
          rw [map_sub, hqL, sub_self]
        · have e : m + 2 - 2 * (k + 1) = m - 2 * k := by omega
          rw [e]
          refine ⟨hs k (by omega), ?_⟩
          show laplacian (c k • h k) = 0
          rw [map_smul, (hh k (by omega)).2, smul_zero]
      · have e : (m + 2) / 2 + 1 = (m / 2 + 1) + 1 := by omega
        rw [e, sum_range_succ']
        show p = ∑ k ∈ range (m / 2 + 1), r2 ^ (k + 1) * (c k • h k) + r2 ^ 0 * (p - q)
        rw [← hq]
        ring
```

For $p=x^2$, $\Delta p=2$ and $c_0=1/6$, giving $x^2=(x^2-r^2/3)+r^2\cdot\tfrac13$. The same separation appears in electronic-structure codes with Cartesian Gaussians: the six quadratic prefactors on one centre comprise five d-type combinations and one s-type combination, $r^2$.

## (i) Restriction to the sphere

For any polynomial $p$, find $H$ with
$$\Delta H=0,\qquad p(v)=H(v)\quad\text{whenever }v_0^2+v_1^2+v_2^2=1.$$

**Solution.** Split $p$ into homogeneous components $p_n$ and use (h) to write $p_n=\sum_k r^{2k}h_{n,k}$. Take $H=\sum_{n,k}h_{n,k}$, which is harmonic by linearity; where $r^2=1$, the two sums agree. `choose` collects the $h_{n,k}$ for all $n$. The points $v$ may be complex, so the real unit sphere is included.

```lean
/-- Every polynomial agrees with some harmonic polynomial at all points where
x² + y² + z² = 1. -/
theorem exists_harmonic_eq_on_sphere (p : Poly) :
    ∃ H : Poly, laplacian H = 0 ∧
      ∀ v : Fin 3 → ℂ, v 0 ^ 2 + v 1 ^ 2 + v 2 ^ 2 = 1 → eval v p = eval v H := by
  choose h hh hs using fun n =>
    harmonic_decomposition (homogeneousComponent_isHomogeneous n p)
  refine ⟨∑ n ∈ range (p.totalDegree + 1), ∑ k ∈ range (n / 2 + 1), h n k, ?_, ?_⟩
  · simp only [map_sum]
    refine sum_eq_zero fun n _ => sum_eq_zero fun k hk => (hh n k ?_).2
    have := mem_range.mp hk
    omega
  · intro v hv
    have hr : eval v r2 = 1 := by simpa [r2] using hv
    conv_lhs => rw [← sum_homogeneousComponent p]
    simp only [map_sum]
    refine sum_congr rfl fun n _ => ?_
    rw [hs n, map_sum]
    -- on the sphere every power of r² equals one
    refine sum_congr rfl fun k _ => ?_
    rw [map_mul, map_pow, hr, one_pow, one_mul]

end

end HarmonicPolynomials
```

```lean
#print axioms HarmonicPolynomials.harmonic_decomposition
#print axioms HarmonicPolynomials.exists_harmonic_eq_on_sphere
```

```
'HarmonicPolynomials.harmonic_decomposition' depends on axioms: [propext, Classical.choice, Quot.sound]
'HarmonicPolynomials.exists_harmonic_eq_on_sphere' depends on axioms: [propext, Classical.choice, Quot.sound]
```
